# An upper bound, falling as the square of the number of ripples, on the second-order gradient-expansion kinetic energy of a one-dimensional fermion density

The theorem `kinetic_rippled_le` concerns the second-order gradient expansion of the kinetic energy of non-interacting spinless fermions in one dimension, the integral of π²n³/6 − n′²/(24n) over the unit interval in atomic units. For the density n₀ + h cos(2πmx), with 0 < h < n₀ and m a natural number, it states that this energy is at most π²(n₀ + h)³/6 − π²h²m²/(12(n₀ + h)). The proof replaces the density by its upper bound n₀ + h in the cubic term and in the denominator of the gradient term, which can only raise the integrand. It then evaluates the resulting integral exactly, using the lemma `integral_slope_sq` for the squared slope of the ripple.

In Lean, a first try:

```lean
import Mathlib

open Real Filter

namespace KineticRippledLe

noncomputable section

/-- The second-order gradient expansion of the kinetic energy of spinless fermions on the unit
interval (atomic units), for continuously differentiable densities `n` that are positive there. -/
def kinetic (n : ℝ → ℝ) : ℝ :=
  ∫ x in (0 : ℝ)..1, (π ^ 2 / 6 * n x ^ 3 - deriv n x ^ 2 / (24 * n x))

/-- The uniform density `n₀` with a ripple of amplitude `h` and `m` periods on the unit interval. -/
def rippled (n₀ h : ℝ) (m : ℕ) : ℝ → ℝ :=
  fun x => n₀ + h * Real.cos (2 * π * m * x)

/-- A ripple of amplitude `h ≥ 0` keeps the density between `n₀ - h` and `n₀ + h`. -/
theorem rippled_bounds {n₀ h : ℝ} (hh : 0 ≤ h) (m : ℕ) (x : ℝ) :
    n₀ - h ≤ rippled n₀ h m x ∧ rippled n₀ h m x ≤ n₀ + h := by
  simp only [rippled]
  constructor
  · nlinarith [Real.neg_one_le_cos (2 * π * m * x)]
  · nlinarith [Real.cos_le_one (2 * π * m * x)]

/-- The squared slope of a ripple of unit amplitude with `m` periods integrates to
`(2 π m)² / 2`. -/
theorem integral_slope_sq (m : ℕ) :
    ∫ x in (0 : ℝ)..1, (2 * π * m) ^ 2 * Real.sin (2 * π * m * x) ^ 2
      = (2 * π * m) ^ 2 / 2 := by
  have hsin : Real.sin (2 * π * m) = 0 := by
    have h1 := Real.sin_nat_mul_pi (2 * m)
    push_cast at h1
    rw [← h1]
    congr 1
    ring
  have key : ∀ x ∈ Set.uIcc (0 : ℝ) 1,
      HasDerivAt (fun y : ℝ => (2 * π * m) ^ 2 / 2 * y
          - (2 * π * m) / 2 * (Real.sin (2 * π * m * y) * Real.cos (2 * π * m * y)))
        ((2 * π * m) ^ 2 * Real.sin (2 * π * m * x) ^ 2) x := by
    intro x _
    have h1 : HasDerivAt (fun y : ℝ => 2 * π * m * y) (2 * π * m) x := by
      simpa using (hasDerivAt_id' x).const_mul (2 * π * (m : ℝ))
    refine (((hasDerivAt_id' x).const_mul ((2 * π * m) ^ 2 / 2)).fun_sub
      ((h1.sin.fun_mul h1.cos).const_mul ((2 * π * m) / 2))).congr_deriv ?_
    linear_combination
      (-(2 * π * m) ^ 2 / 2) * Real.sin_sq_add_cos_sq (2 * π * m * x)
  rw [intervalIntegral.integral_eq_sub_of_hasDerivAt key
    (Continuous.intervalIntegrable (by fun_prop) 0 1)]
  simp [hsin]

/-- For `0 < h < n₀` the gradient-expansion kinetic energy of the rippled density lies below a
constant minus a positive multiple of `m²`. -/
theorem kinetic_rippled_le {n₀ h : ℝ} (hh : 0 < h) (hn : h < n₀) (m : ℕ) :
    kinetic (rippled n₀ h m) ≤
      π ^ 2 / 6 * (n₀ + h) ^ 3 - π ^ 2 * h ^ 2 / (12 * (n₀ + h)) * (m : ℝ) ^ 2 := by
  have hs : 0 < n₀ + h := by linarith
  have hpos : ∀ x, 0 < rippled n₀ h m x := fun x => by
    linarith [(rippled_bounds (n₀ := n₀) hh.le m x).1]
  have hcont : Continuous (rippled n₀ h m) := by
    unfold rippled
    fun_prop
  have hd : ∀ x, deriv (rippled n₀ h m) x
      = -(h * (2 * π * m) * Real.sin (2 * π * m * x)) := by
    intro x
    have h1 : HasDerivAt (fun y : ℝ => 2 * π * m * y) (2 * π * m) x := by
      simpa using (hasDerivAt_id' x).const_mul (2 * π * (m : ℝ))
    have h2 : HasDerivAt (rippled n₀ h m)
        (h * (-Real.sin (2 * π * m * x) * (2 * π * m))) x :=
      (h1.cos.const_mul h).const_add n₀
    rw [h2.deriv]
    ring
  unfold kinetic
  simp only [hd]
  -- replace the density by its maximum in both terms
  calc _ ≤ ∫ x in (0 : ℝ)..1, (π ^ 2 / 6 * (n₀ + h) ^ 3 - h ^ 2 / (24 * (n₀ + h)) *
        ((2 * π * m) ^ 2 * Real.sin (2 * π * m * x) ^ 2)) := by
        apply intervalIntegral.integral_mono_on zero_le_one
        · apply Continuous.intervalIntegrable
          refine Continuous.sub (continuous_const.mul (hcont.pow 3)) (Continuous.div
            (by fun_prop) (continuous_const.mul hcont) fun x => ?_)
          exact mul_ne_zero (by norm_num) (hpos x).ne'
        · exact Continuous.intervalIntegrable (by fun_prop) 0 1
        · intro x _
          have hp := hpos x
          have hle := (rippled_bounds (n₀ := n₀) hh.le m x).2
          have h3 : rippled n₀ h m x ^ 3 ≤ (n₀ + h) ^ 3 := pow_le_pow_left₀ hp.le hle 3
          have h4 : (-(h * (2 * π * m) * Real.sin (2 * π * m * x))) ^ 2 / (24 * (n₀ + h))
              ≤ (-(h * (2 * π * m) * Real.sin (2 * π * m * x))) ^ 2
                / (24 * rippled n₀ h m x) :=
            div_le_div_of_nonneg_left (sq_nonneg _) (by linarith) (by linarith)
          have h5 : h ^ 2 / (24 * (n₀ + h)) *
              ((2 * π * m) ^ 2 * Real.sin (2 * π * m * x) ^ 2)
              = (-(h * (2 * π * m) * Real.sin (2 * π * m * x))) ^ 2 / (24 * (n₀ + h)) := by
            ring
          rw [h5]
          exact sub_le_sub (mul_le_mul_of_nonneg_left h3 (by positivity)) h4
    _ = _ := by
        rw [intervalIntegral.integral_sub (Continuous.intervalIntegrable (by fun_prop) 0 1)
          (Continuous.intervalIntegrable (by fun_prop) 0 1),
          intervalIntegral.integral_const_mul, integral_slope_sq,
          intervalIntegral.integral_const, sub_zero, one_smul]
        ring

end

end KineticRippledLe
```

Messages:

```
Main.lean:101:47: error: Tactic `rewrite` failed: Did not find an occurrence of the pattern
  ∫ (x : ℝ) in 0..1, (2 * π * ↑?m) ^ 2 * sin (2 * π * ↑?m * x) ^ 2
in the target expression
  (π ^ 2 / 6 * ∫ (x : ℝ) in 0..1, (n₀ + h) ^ 3) -
      ∫ (x : ℝ) in 0..1, h ^ 2 / (24 * (n₀ + h)) * ((2 * π * ↑m) ^ 2 * sin (2 * π * ↑m * x) ^ 2) =
    π ^ 2 / 6 * (n₀ + h) ^ 3 - π ^ 2 * h ^ 2 / (12 * (n₀ + h)) * ↑m ^ 2

n₀ h : ℝ
hh : 0 < h
hn : h < n₀
m : ℕ
hs : 0 < n₀ + h
hpos : ∀ (x : ℝ), 0 < rippled n₀ h m x
hcont : Continuous (rippled n₀ h m)
hd : ∀ (x : ℝ), deriv (rippled n₀ h m) x = -(h * (2 * π * ↑m) * sin (2 * π * ↑m * x))
⊢ (π ^ 2 / 6 * ∫ (x : ℝ) in 0..1, (n₀ + h) ^ 3) -
      ∫ (x : ℝ) in 0..1, h ^ 2 / (24 * (n₀ + h)) * ((2 * π * ↑m) ^ 2 * sin (2 * π * ↑m * x) ^ 2) =
    π ^ 2 / 6 * (n₀ + h) ^ 3 - π ^ 2 * h ^ 2 / (12 * (n₀ + h)) * ↑m ^ 2
```

The change, after which it compiles:

```diff
@@ -99,6 +99,11 @@
         rw [intervalIntegral.integral_sub (Continuous.intervalIntegrable (by fun_prop) 0 1)
           (Continuous.intervalIntegrable (by fun_prop) 0 1),
-          intervalIntegral.integral_const_mul, integral_slope_sq,
-          intervalIntegral.integral_const, sub_zero, one_smul]
+          intervalIntegral.integral_const, intervalIntegral.integral_const_mul,
+          integral_slope_sq, sub_zero, one_smul]
+        have h6 : h ^ 2 / (24 * (n₀ + h)) = h ^ 2 / (12 * (n₀ + h)) / 2 := by
+          rw [div_div]
+          congr 1
+          ring
+        rw [h6]
         ring
 
```

The error says that `rw` could not find the integral on the left of `integral_slope_sq`. The preceding rewrite, `intervalIntegral.integral_const_mul`, was meant to take the factor `h ^ 2 / (24 * (n₀ + h))` out of the second integral. But the first integrand, `π ^ 2 / 6 * (n₀ + h) ^ 3`, is also a constant times something, so the rewrite matched there and took out `π ^ 2 / 6`. The second integral kept its factor inside and did not fit the lemma.

The repair applies `intervalIntegral.integral_const` first. This evaluates the first integral, so `integral_const_mul` can only act on the second, and `integral_slope_sq` then applies.

The added equation `h6` cures a second fault, which Lean had not reported because the proof stopped before the final `ring`. The two sides of the goal have denominators `24 * (n₀ + h)` and `12 * (n₀ + h)`. `ring` multiplies these out and treats the inverses of the two sums as unrelated quantities. Rewriting with `h6` gives both sides the denominator `12 * (n₀ + h)`, and `ring` can finish.
